# For real orbitals, spin adaptation splits the closed-shell matrix A + B into a singlet and a triplet block

Take one occupied orbital \(i\) and one virtual orbital \(a\), both real, each used for alpha and beta spin. Let \(e_i, e_a\) be their energies and write
\[
(pq,rs)=\iint p(\mathbf r_1)q(\mathbf r_1)\,u(\mathbf r_1,\mathbf r_2)\,r(\mathbf r_2)s(\mathbf r_2)\,d\mathbf r_1 d\mathbf r_2
\]
for a symmetric interaction \(u\). There are two spin-conserving excitations, \(i\alpha\to a\alpha\) and \(i\beta\to a\beta\). With \(K=(ai,ai)\) and \(T=e_a-e_i-(aa,ii)-K\), the matrix is
\[
A+B=\begin{pmatrix}T+2K&2K\\2K&T+2K\end{pmatrix}.
\]
The vector \((1,1)/\sqrt2\) has eigenvalue \(T+4K\), and \((1,-1)/\sqrt2\) has eigenvalue \(T\). The coupling \(2K\) is the same for every pair of spins, so the minus combination does not feel it and the plus combination feels it twice. With more orbitals, \(T\) and \(K\) become matrices and the argument is unchanged.

For a real closed-shell Hartree–Fock solution in a finite orbital set, \(A+B\) gives, up to a positive factor, the second-order energy change under real spin-conserving orbital rotations. A negative direction in the triplet block then signals a lower-energy determinant with different alpha and beta orbitals.

In Lean 4 with Mathlib:

```lean
import Mathlib

open Matrix
open scoped Kronecker

namespace SpinAdaptedStability

noncomputable section
```

## Integrals, spins and excitations

Real orbitals allow exchange within a pair, and the symmetric interaction allows exchange of the two pairs:
\[
(pq,rs)=(qp,rs),\qquad (pq,rs)=(rs,pq).
\]
These two rules generate all eight permutations. In the code the integrals are any real function `g` of four orbital labels that obeys them; no integral over space is evaluated.

```lean
/-- Permutation symmetry of real integrals `(pq,rs)`: exchange within the first pair and
exchange of the two pairs, which together generate all eight permutations. -/
structure EightfoldSymmetric {P : Type*} (g : P → P → P → P → ℝ) : Prop where
  bra_swap : ∀ p q r s, g p q r s = g q p r s
  pair_swap : ∀ p q r s, g p q r s = g r s p q
```

A spin orbital \(P=(p,\sigma_P)\) is a spatial label with a `Bool`, where `true` is alpha. Summing over spin leaves
\[
\langle PQ||RS\rangle=\delta_{\sigma_P\sigma_R}\delta_{\sigma_Q\sigma_S}(pr,qs)-\delta_{\sigma_P\sigma_S}\delta_{\sigma_Q\sigma_R}(ps,qr).
\]

```lean
/-- The antisymmetrized spin-orbital integral `⟨PQ||RS⟩ = ⟨PQ|RS⟩ - ⟨PQ|SR⟩`, where
`⟨PQ|RS⟩` is the spatial integral `(PR,QS)` if the spins of P, R and of Q, S agree, else zero. -/
def antisym {P : Type*} (g : P → P → P → P → ℝ) (p q r s : P × Bool) : ℝ :=
  (if p.2 = r.2 ∧ q.2 = s.2 then g p.1 r.1 q.1 s.1 else 0) -
    (if p.2 = s.2 ∧ q.2 = r.2 then g p.1 s.1 q.1 r.1 else 0)
```

The spatial orbitals form the disjoint union `V ⊕ O` of virtual and occupied ones. A spin-conserving excitation is a pair \(x=(a,i)\) with one spin \(\sigma\), hence an element of `(V × O) × Bool`. Its virtual spin orbital is \((a,\sigma)\).

```lean
variable {V O : Type*}

/-- The virtual spin orbital of a spin-conserving excitation. -/
def vir (x : (V × O) × Bool) : (V ⊕ O) × Bool := (Sum.inl x.1.1, x.2)
```

Its occupied spin orbital is \((i,\sigma)\), with the same spin. Spin-flip excitations are therefore absent from the model.

```lean
/-- The occupied spin orbital of a spin-conserving excitation. -/
def occ (x : (V × O) × Bool) : (V ⊕ O) × Bool := (Sum.inr x.1.2, x.2)
```

For a second excitation \(y=(b,j)\) with spin \(\tau\), the matrix \(B\) has the entry
\[
B_{x\sigma,y\tau}=\langle ab||ij\rangle=(ai,bj)-\delta_{\sigma\tau}(aj,bi).
\]

```lean
/-- The matrix B with entries `⟨ab||ij⟩` on spin-conserving excitations. -/
def matrixB (g : V ⊕ O → V ⊕ O → V ⊕ O → V ⊕ O → ℝ) :
    Matrix ((V × O) × Bool) ((V × O) × Bool) ℝ :=
  Matrix.of fun x y => antisym g (vir x) (vir y) (occ x) (occ y)
```

Its spin-independent part is the spatial matrix \(K_{xy}=(ai,bj)\), the interaction between two transition densities.

```lean
/-- The spatial repulsion matrix with entries `(ai,bj)`. -/
def repulsion (g : V ⊕ O → V ⊕ O → V ⊕ O → V ⊕ O → ℝ) : Matrix (V × O) (V × O) ℝ :=
  Matrix.of fun x y => g (.inl x.1) (.inr x.2) (.inl y.1) (.inr y.2)
```

The matrix \(A\) carries the orbital gaps:
\[
A_{x\sigma,y\tau}=\delta_{xy}\delta_{\sigma\tau}(e_a-e_i)+\langle aj||ib\rangle
=\delta_{xy}\delta_{\sigma\tau}(e_a-e_i)+(ai,jb)-\delta_{\sigma\tau}(ab,ji).
\]
The energies `e` are arbitrary real numbers, the same for both spins. Neither the Hartree–Fock equations nor the derivation of \(A+B\) as a second derivative enters the code.

```lean
variable [DecidableEq V] [DecidableEq O]

/-- The matrix A with entries `(e_a - e_i) δ + ⟨aj||ib⟩` on spin-conserving excitations. -/
def matrixA (e : V ⊕ O → ℝ) (g : V ⊕ O → V ⊕ O → V ⊕ O → V ⊕ O → ℝ) :
    Matrix ((V × O) × Bool) ((V × O) × Bool) ℝ :=
  Matrix.of fun x y => (if x = y then e (.inl x.1.1) - e (.inr x.1.2) else 0) +
    antisym g (vir x) (occ y) (occ x) (vir y)
```

The two target blocks act on spatial excitations alone. The singlet block is
\[
S_{xy}=\delta_{xy}(e_a-e_i)+4(ai,bj)-(ab,ij)-(aj,bi).
\]

```lean
/-- The singlet block `(e_a - e_i) δ + 4(ai,bj) - (ab,ij) - (aj,bi)`. -/
def singletBlock (e : V ⊕ O → ℝ) (g : V ⊕ O → V ⊕ O → V ⊕ O → V ⊕ O → ℝ) :
    Matrix (V × O) (V × O) ℝ :=
  Matrix.of fun x y => (if x = y then e (.inl x.1) - e (.inr x.2) else 0) +
    4 * g (.inl x.1) (.inr x.2) (.inl y.1) (.inr y.2) -
    g (.inl x.1) (.inl y.1) (.inr x.2) (.inr y.2) -
    g (.inl x.1) (.inr y.2) (.inl y.1) (.inr x.2)
```

The triplet block lacks the repulsion term:
\[
T_{xy}=\delta_{xy}(e_a-e_i)-(ab,ij)-(aj,bi),\qquad S=T+4K.
\]
The names follow the spin of the excited combinations, the triplet being its \(M_S=0\) component. No total-spin operator is defined.

```lean
/-- The triplet block `(e_a - e_i) δ - (ab,ij) - (aj,bi)`. -/
def tripletBlock (e : V ⊕ O → ℝ) (g : V ⊕ O → V ⊕ O → V ⊕ O → V ⊕ O → ℝ) :
    Matrix (V × O) (V × O) ℝ :=
  Matrix.of fun x y => (if x = y then e (.inl x.1) - e (.inr x.2) else 0) -
    g (.inl x.1) (.inl y.1) (.inr x.2) (.inr y.2) -
    g (.inl x.1) (.inr y.2) (.inl y.1) (.inr x.2)
```

The combinations \((\alpha\pm\beta)/\sqrt2\) are the columns of
\[
C=\frac1{\sqrt2}\begin{pmatrix}1&1\\1&-1\end{pmatrix},
\]
with rows ordered alpha, beta and columns ordered plus, minus. The column index is again a `Bool`, and there `true` means plus.

```lean
/-- The 2×2 spin rotation: rows are alpha (`true`) and beta (`false`), columns are the
combinations `(alpha + beta)/√2` (`true`) and `(alpha - beta)/√2` (`false`). -/
def spinRotation : Matrix Bool Bool ℝ :=
  Matrix.of fun σ k => if σ = false ∧ k = false then -(Real.sqrt 2)⁻¹ else (Real.sqrt 2)⁻¹
```

Applying \(C\) to the spin of every excitation, while leaving the spatial part alone, gives \(U=1\otimes C\).

```lean
/-- The spin rotation applied to every spatial excitation. -/
def spinAdapt (n : Type*) [DecidableEq n] : Matrix (n × Bool) (n × Bool) ℝ :=
  (1 : Matrix n n ℝ) ⊗ₖ spinRotation
```

## Spin integration

Adding the entries of \(A\) and \(B\) gives
\[
(A+B)_{x\sigma,y\tau}=\delta_{\sigma\tau}\bigl[\delta_{xy}(e_a-e_i)-(ab,ji)-(aj,bi)\bigr]+(ai,jb)+(ai,bj).
\]
Exchange within the second pair follows from the two generating rules,
\[
(pq,rs)=(rs,pq)=(sr,pq)=(pq,sr),
\]
so \((ai,jb)=(ai,bj)\) and \((ab,ji)=(ab,ij)\). Therefore
\[
(A+B)_{x\sigma,y\tau}=\delta_{\sigma\tau}T_{xy}+2K_{xy}.
\]

The proof derives the exchange as `ket` and takes the two instances as `h1` and `h2`. It then treats equal and unequal spins separately. Equal spins need both instances; unequal spins need only `h1`, since the exchange integrals have vanished.

```lean
/-- Spin integration: A + B has the triplet block between equal spins, plus `2(ai,bj)`
between any two spins. -/
theorem hessian_apply (e : V ⊕ O → ℝ) {g : V ⊕ O → V ⊕ O → V ⊕ O → V ⊕ O → ℝ}
    (hg : EightfoldSymmetric g) (x y : V × O) (σ τ : Bool) :
    (matrixA e g + matrixB g) (x, σ) (y, τ) =
      (if σ = τ then tripletBlock e g x y else 0) + 2 * repulsion g x y := by
  -- exchange within the second pair follows from the two generators
  have ket : ∀ p q r s, g p q r s = g p q s r := fun p q r s => by
    rw [hg.pair_swap p q r s, hg.bra_swap r s p q, hg.pair_swap s r p q]
  have h1 := ket (.inl x.1) (.inr x.2) (.inr y.2) (.inl y.1)
  have h2 := ket (.inl x.1) (.inl y.1) (.inr y.2) (.inr x.2)
  by_cases h : σ = τ
  · subst h
    simp only [matrixA, matrixB, tripletBlock, repulsion, antisym, vir, occ, Matrix.add_apply,
      Matrix.of_apply, Prod.mk.injEq, and_self, and_true, if_true]
    linear_combination h1 - h2
  · simp only [matrixA, matrixB, repulsion, antisym, vir, occ, Matrix.add_apply,
      Matrix.of_apply, Prod.mk.injEq, h, and_self, and_false, false_and, if_true, if_false]
    linear_combination h1
```

## Diagonalizing the spin factor

Let \(E\) be the \(2\times2\) matrix of ones. The columns \(c_\pm\) of \(C\) are orthonormal, with \(Ec_+=2c_+\) and \(Ec_-=0\). Hence
\[
C^{\mathsf T}C=1,\qquad C^{\mathsf T}EC=\begin{pmatrix}2&0\\0&0\end{pmatrix}.
\]
The proof replaces \(1/\sqrt2\) by a number \(c\) with \(c^2=1/2\) and checks all four entries of each identity.

```lean
/-- The spin rotation is orthogonal, and it brings the all-ones spin matrix to the diagonal
form with entry 2 for the plus combination and 0 for the minus combination. -/
theorem spinRotation_diagonalizes :
    spinRotationᵀ * spinRotation = 1 ∧
    spinRotationᵀ * (Matrix.of fun _ _ => (1 : ℝ)) * spinRotation =
      Matrix.of fun k l => if k = true ∧ l = true then (2 : ℝ) else 0 := by
  have hc : (Real.sqrt 2)⁻¹ * (Real.sqrt 2)⁻¹ = 1 / 2 := by
    rw [← mul_inv, Real.mul_self_sqrt (by norm_num)]
    norm_num
  unfold spinRotation
  generalize (Real.sqrt 2)⁻¹ = c at hc ⊢
  constructor
  · ext k l
    cases k <;> cases l <;> simp [Matrix.mul_apply] <;> linarith
  · ext k l
    cases k <;> cases l <;> simp [Matrix.mul_apply]
    linarith
```

## The two blocks

The entry formula separates space from spin:
\[
A+B=T\otimes1+2K\otimes E.
\]
Since \((X\otimes Y)(X'\otimes Y')=XX'\otimes YY'\), conjugation by \(U=1\otimes C\) acts on the spin factors only:
\[
U^{\mathsf T}(A+B)U=T\otimes1+2K\otimes\begin{pmatrix}2&0\\0&0\end{pmatrix}.
\]
The plus block is \(T+4K=S\), the minus block is \(T\), and the blocks do not couple. In the same way \(U^{\mathsf T}U=1\otimes C^{\mathsf T}C=1\).

The theorem states both facts for finite `V` and `O` and any `g` with the eightfold symmetry. `Matrix.blockDiagonal` places the singlet block at `true` and the triplet block at `false`. In the proof, `hH` is the separation into space and spin, `Matrix.mul_kronecker_mul` is the product rule, and `hS` is \(S=T+4K\).

```lean
variable [Fintype V] [Fintype O]

/-- The combinations `(alpha ± beta)/√2` form an orthogonal matrix and block-diagonalize
A + B into the singlet block (plus) and the triplet block (minus). -/
theorem spin_block_diagonalization (e : V ⊕ O → ℝ)
    {g : V ⊕ O → V ⊕ O → V ⊕ O → V ⊕ O → ℝ} (hg : EightfoldSymmetric g) :
    (spinAdapt (V × O))ᵀ * spinAdapt (V × O) = 1 ∧
    (spinAdapt (V × O))ᵀ * (matrixA e g + matrixB g) * spinAdapt (V × O) =
      Matrix.blockDiagonal fun k : Bool =>
        if k = true then singletBlock e g else tripletBlock e g := by
  have hU : (spinAdapt (V × O))ᵀ = (1 : Matrix (V × O) (V × O) ℝ) ⊗ₖ spinRotationᵀ := by
    rw [spinAdapt, ← Matrix.kroneckerMap_transpose, Matrix.transpose_one]
  -- spatial and spin factors of A + B
  have hH : matrixA e g + matrixB g = tripletBlock e g ⊗ₖ (1 : Matrix Bool Bool ℝ) +
      ((2 : ℝ) • repulsion g) ⊗ₖ (Matrix.of fun _ _ : Bool => (1 : ℝ)) := by
    ext ⟨x, σ⟩ ⟨y, τ⟩
    rw [hessian_apply e hg]
    simp [Matrix.one_apply]
  obtain ⟨h1, h2⟩ := spinRotation_diagonalizes
  constructor
  · rw [hU, spinAdapt, ← Matrix.mul_kronecker_mul, h1, one_mul, Matrix.one_kronecker_one]
  · rw [hU, hH, spinAdapt, mul_add, add_mul, ← Matrix.mul_kronecker_mul,
      ← Matrix.mul_kronecker_mul, ← Matrix.mul_kronecker_mul, ← Matrix.mul_kronecker_mul,
      h2]
    simp only [mul_one, one_mul, h1]
    ext ⟨x, k⟩ ⟨y, l⟩
    have hS : singletBlock e g x y = tripletBlock e g x y + 4 * repulsion g x y := by
      simp only [singletBlock, tripletBlock, repulsion, Matrix.of_apply]
      ring
    cases k <;> cases l <;> simp [Matrix.blockDiagonal_apply, hS]
    ring
```

## Stability, block by block

Let \(w\) be a vector of coefficients in the spin-adapted basis, with plus part \(w_+\) and minus part \(w_-\). For any matrix with diagonal blocks \(M_+\) and \(M_-\), the cross terms vanish:
\[
w^{\mathsf T}(M_+\oplus M_-)w=w_+^{\mathsf T}M_+w_++w_-^{\mathsf T}M_-w_-.
\]

```lean
/-- The quadratic form of a matrix with two diagonal blocks is the sum of the forms of the
blocks. -/
theorem blockDiagonal_form {n : Type*} [Fintype n] (M : Bool → Matrix n n ℝ)
    (w : n × Bool → ℝ) :
    w ⬝ᵥ Matrix.blockDiagonal M *ᵥ w =
      (fun x => w (x, true)) ⬝ᵥ M true *ᵥ (fun x => w (x, true)) +
      (fun x => w (x, false)) ⬝ᵥ M false *ᵥ (fun x => w (x, false)) := by
  simp only [dotProduct, Matrix.mulVec, Fintype.sum_prod_type, Fintype.sum_bool,
    Matrix.blockDiagonal_apply]
  simp [Finset.sum_add_distrib]
```

Inserting \(U^{\mathsf T}(A+B)U=S\oplus T\) yields
\[
(Uw)^{\mathsf T}(A+B)(Uw)=w_+^{\mathsf T}Sw_++w_-^{\mathsf T}Tw_-.
\]
The proof rewrites the preceding identity with the block theorem and moves \(U^{\mathsf T}\) onto the left vector.

```lean
/-- The quadratic form of A + B on a spin-adapted vector is the singlet form of its plus
component added to the triplet form of its minus component. -/
theorem hessian_form (e : V ⊕ O → ℝ) {g : V ⊕ O → V ⊕ O → V ⊕ O → V ⊕ O → ℝ}
    (hg : EightfoldSymmetric g) (w : (V × O) × Bool → ℝ) :
    (spinAdapt (V × O) *ᵥ w) ⬝ᵥ (matrixA e g + matrixB g) *ᵥ (spinAdapt (V × O) *ᵥ w) =
      (fun x => w (x, true)) ⬝ᵥ singletBlock e g *ᵥ (fun x => w (x, true)) +
      (fun x => w (x, false)) ⬝ᵥ tripletBlock e g *ᵥ (fun x => w (x, false)) := by
  have h := blockDiagonal_form
    (fun k : Bool => if k = true then singletBlock e g else tripletBlock e g) w
  rw [← (spin_block_diagonalization e hg).2, ← Matrix.mulVec_mulVec, ← Matrix.mulVec_mulVec,
    Matrix.dotProduct_mulVec w, Matrix.vecMul_transpose] at h
  simpa using h
```

Stability here means \(z^{\mathsf T}(A+B)z\ge0\) for every real \(z\), so zero modes are allowed. If this holds, choosing \(w_-=0\) gives \(w_+^{\mathsf T}Sw_+\ge0\), and choosing \(w_+=0\) gives \(w_-^{\mathsf T}Tw_-\ge0\). Conversely, \(U\) is square and orthogonal, so every \(z\) equals \(U(U^{\mathsf T}z)\), and its quadratic form is a sum of two nonnegative terms. The proof supplies exactly these test vectors, and `hz` is the expansion of \(z\).

```lean
/-- A + B has a nonnegative quadratic form exactly when the singlet block and the triplet
block both have one. -/
theorem stable_iff (e : V ⊕ O → ℝ) {g : V ⊕ O → V ⊕ O → V ⊕ O → V ⊕ O → ℝ}
    (hg : EightfoldSymmetric g) :
    (∀ z, 0 ≤ z ⬝ᵥ (matrixA e g + matrixB g) *ᵥ z) ↔
      (∀ v, 0 ≤ v ⬝ᵥ singletBlock e g *ᵥ v) ∧ (∀ v, 0 ≤ v ⬝ᵥ tripletBlock e g *ᵥ v) := by
  constructor
  · intro h
    constructor
    · intro v
      have hv := h (spinAdapt (V × O) *ᵥ fun p => if p.2 = true then v p.1 else 0)
      rw [hessian_form e hg] at hv
      simpa using hv
    · intro v
      have hv := h (spinAdapt (V × O) *ᵥ fun p => if p.2 = true then 0 else v p.1)
      rw [hessian_form e hg] at hv
      simpa using hv
  · rintro ⟨hS, hT⟩ z
    -- every vector is spin-adapted, because the transformation is orthogonal
    have hz : z = spinAdapt (V × O) *ᵥ ((spinAdapt (V × O))ᵀ *ᵥ z) := by
      rw [Matrix.mulVec_mulVec, mul_eq_one_comm.mp (spin_block_diagonalization e hg).1,
        Matrix.one_mulVec]
    rw [hz, hessian_form e hg]
    exact add_nonneg (hS _) (hT _)
```

Now assume \(v^{\mathsf T}Kv\ge0\) for every \(v\). For the Coulomb interaction this says that the real transition density \(\sum_{ai}v_{ai}\,a(\mathbf r)i(\mathbf r)\) has nonnegative electrostatic self-energy. The theorem takes it as the hypothesis `hK`. Then
\[
v^{\mathsf T}Sv=v^{\mathsf T}Tv+4\,v^{\mathsf T}Kv\ge v^{\mathsf T}Tv,
\]
so a nonnegative triplet block makes the singlet block nonnegative too, and the triplet block alone decides. In a stability analysis limited to real spin-conserving rotations, a closed-shell solution that passes the triplet test thus needs no separate singlet test. Purely imaginary rotations, governed by \(A-B\), are not treated.

```lean
/-- If the repulsion matrix `(ai,bj)` has a nonnegative quadratic form, then A + B has one
exactly when the triplet block has one. -/
theorem stable_iff_triplet (e : V ⊕ O → ℝ) {g : V ⊕ O → V ⊕ O → V ⊕ O → V ⊕ O → ℝ}
    (hg : EightfoldSymmetric g) (hK : ∀ v, 0 ≤ v ⬝ᵥ repulsion g *ᵥ v) :
    (∀ z, 0 ≤ z ⬝ᵥ (matrixA e g + matrixB g) *ᵥ z) ↔
      ∀ v, 0 ≤ v ⬝ᵥ tripletBlock e g *ᵥ v := by
  rw [stable_iff e hg]
  refine ⟨fun h => h.2, fun hT => ⟨fun v => ?_, hT⟩⟩
  have hS : singletBlock e g = tripletBlock e g + (4 : ℝ) • repulsion g := by
    ext x y
    simp only [singletBlock, tripletBlock, repulsion, Matrix.of_apply, Matrix.add_apply,
      Matrix.smul_apply, smul_eq_mul]
    ring
  rw [hS, Matrix.add_mulVec, Matrix.smul_mulVec, dotProduct_add, dotProduct_smul, smul_eq_mul]
  linarith [hT v, hK v]
```

## Integrals that meet both conditions

A repulsive contact interaction on a finite grid gives a concrete model. For real orbitals \(\varphi_p(t)\) at grid points \(t\), with unit strength and unit weights,
\[
(pq,rs)=\sum_t\varphi_p(t)\varphi_q(t)\varphi_r(t)\varphi_s(t).
\]

```lean
/-- Integrals of a contact interaction between real orbitals `φ` on a finite grid. -/
def contactIntegrals {P R : Type*} [Fintype R] (φ : P → R → ℝ) (p q r s : P) : ℝ :=
  ∑ t, φ p t * φ q t * (φ r t * φ s t)
```

The product does not depend on the order of its factors, which gives the eightfold symmetry. With \(L_{ai,t}=\varphi_a(t)\varphi_i(t)\) we have \(K=LL^{\mathsf T}\), and so
\[
v^{\mathsf T}Kv=\sum_t\Bigl(\sum_{ai}v_{ai}\varphi_a(t)\varphi_i(t)\Bigr)^2\ge0.
\]
The orbitals need not be orthonormal or solve any equation. The proof follows the two displays: reordering of factors for the symmetry, then `hL` for the factorization and a sum of squares for the sign.

```lean
omit [DecidableEq V] [DecidableEq O] in
/-- Contact integrals of any real orbitals have eightfold symmetry and a repulsion matrix with
nonnegative quadratic form. -/
theorem contactIntegrals_witness {R : Type*} [Fintype R] (φ : V ⊕ O → R → ℝ) :
    EightfoldSymmetric (contactIntegrals φ) ∧
      ∀ v, 0 ≤ v ⬝ᵥ repulsion (contactIntegrals φ) *ᵥ v := by
  refine ⟨⟨fun p q r s => ?_, fun p q r s => ?_⟩, fun v => ?_⟩
  · exact Finset.sum_congr rfl fun t _ => by ring
  · exact Finset.sum_congr rfl fun t _ => by ring
  · -- the repulsion matrix is a Gram matrix of transition densities
    let L : Matrix (V × O) R ℝ := Matrix.of fun x t => φ (.inl x.1) t * φ (.inr x.2) t
    have hL : repulsion (contactIntegrals φ) = L * Lᵀ := by
      ext x y
      rfl
    rw [hL, ← Matrix.mulVec_mulVec, Matrix.dotProduct_mulVec, Matrix.mulVec_transpose]
    exact Finset.sum_nonneg fun t _ => mul_self_nonneg _

end

end SpinAdaptedStability
```

```lean
#print axioms SpinAdaptedStability.spin_block_diagonalization
-- 'SpinAdaptedStability.spin_block_diagonalization' depends on axioms: [propext, Classical.choice, Quot.sound]
#print axioms SpinAdaptedStability.stable_iff_triplet
-- 'SpinAdaptedStability.stable_iff_triplet' depends on axioms: [propext, Classical.choice, Quot.sound]
```
